# Integer angular momentum for polynomial states of two oscillators

A particle in an isotropic harmonic trap in the plane is a pair of identical oscillators, one for each Cartesian direction. The commutation relations of the three angular momentum components allow half-integer eigenvalues as well as integer ones. Which values can the angular momentum about the axis of the trap take on states with finitely many quanta?

In the Bargmann representation such a state is a complex polynomial in two variables \(x,y\). Creation operators multiply by a variable and annihilation operators differentiate, so \(x\) and \(y\) are not position coordinates. With \(\hbar=1\), the angular momentum is

\[
L_z=-i\,(x\partial_y-y\partial_x).
\]

In Lean, `Poly` is the space of these polynomials, with `X 0` for \(x\) and `X 1` for \(y\). The angular momentum and the number operators are of type `Derivation ℂ Poly Poly`: complex-linear maps that obey the Leibniz rule. The number operators are \(N_k=X_k\partial_k\), and `totalQuanta` is \(N_0+N_1\). The circular coordinates are \(u=x+iy\) and \(v=x-iy\). The file uses no inner product and no Hilbert-space completion, so infinite superpositions are not covered.

```lean
import Mathlib

open MvPolynomial

namespace PlanarAngularMomentum

noncomputable section

/-- Complex polynomials in two variables, the polynomial states of two oscillators. -/
abbrev Poly := MvPolynomial (Fin 2) ℂ

/-- The angular momentum `Lz = -i (x ∂_y - y ∂_x)`, with `x = X 0` and `y = X 1`. -/
def Lz : Derivation ℂ Poly Poly :=
  (-C Complex.I : Poly) • ((X 0 : Poly) • pderiv 1 - (X 1 : Poly) • pderiv 0)

/-- The number operator `X_k ∂_k` of the `k`-th variable. -/
def number (k : Fin 2) : Derivation ℂ Poly Poly := (X k : Poly) • pderiv k

/-- The total number of quanta, the sum of the two number operators. -/
def totalQuanta : Derivation ℂ Poly Poly := number 0 + number 1

/-- The circular coordinate `u = x + i y`. -/
def uVar : Poly := X 0 + C Complex.I * X 1

/-- The circular coordinate `v = x - i y`. -/
def vVar : Poly := X 0 - C Complex.I * X 1
```

## (a) The constant polynomial \(i\)

Let \(C(c)\) denote the constant polynomial with value \(c\). Show that

\[
C(i)\,C(i)=-1.
\]

**Solution.** Constants multiply as complex numbers do, so \(C(i)C(i)=C(i^2)=C(-1)=-1\).

```lean
/-- The constant polynomial `i` squares to `-1`. -/
theorem C_I_mul_C_I : (C Complex.I : Poly) * C Complex.I = -1 := by
  rw [← C_mul, Complex.I_mul_I, C_neg, C_1]
```

## (b) The constant polynomial one half

Show that

\[
C(1/2)\cdot 2=1.
\]

**Solution.** Write the polynomial \(2\) as \(C(2)\). The product is then \(C(\tfrac12\cdot 2)=C(1)=1\).

```lean
/-- The constant polynomial `1/2` is half of one. -/
theorem C_half_mul_two : (C (1 / 2) : Poly) * 2 = 1 := by
  have h : (2 : Poly) = C 2 := (map_ofNat C 2).symm
  rw [h, ← C_mul, ← C_1]
  norm_num
```

### The change of coordinates as an algebra equivalence

Let \(\tau\), in Lean `toXY`, replace \(u\) by \(x+iy\) and \(v\) by \(x-iy\) in a polynomial. Adding and subtracting the two coordinates gives the inverse:

\[
x=\frac{u+v}{2},\qquad y=\frac{i(v-u)}{2}.
\]

The same type `Poly` serves on both sides, so `X 0` and `X 1` stand for \(u,v\) before the substitution and for \(x,y\) after it.

The proof turns on the type `≃ₐ[ℂ]`, an invertible map that respects sums, products and complex scalars. `AlgEquiv.ofAlgHom` builds it from the two substitutions and a proof that each undoes the other. By `algHom_ext` this needs checking only on the variables, where `linear_combination` uses (a) and (b). Surjectivity then lets any state be written as \(\tau(q)\), and injectivity lets \(\tau\) be removed from both sides of an equation.

```lean
/-- The substitution `u = x + i y`, `v = x - i y`, turning a polynomial in `u, v` into one
in `x, y`; its inverse is `x = (u + v)/2`, `y = i (v - u)/2`. -/
def toXY : Poly ≃ₐ[ℂ] Poly :=
  AlgEquiv.ofAlgHom (aeval ![uVar, vVar])
    (aeval ![C (1 / 2) * (X 0 + X 1), C (1 / 2) * C Complex.I * (X 1 - X 0)])
    (by
      refine algHom_ext (Fin.forall_fin_two.2 ⟨?_, ?_⟩) <;>
        simp only [AlgHom.comp_apply, AlgHom.id_apply, aeval_X, aeval_C, algebraMap_eq,
          map_mul, map_add, map_sub, Matrix.cons_val_zero, Matrix.cons_val_one, uVar, vVar]
      · linear_combination (X 0 : Poly) * C_half_mul_two
      · linear_combination (-2 * C (1 / 2) * X 1 : Poly) * C_I_mul_C_I
          + (X 1 : Poly) * C_half_mul_two)
    (by
      refine algHom_ext (Fin.forall_fin_two.2 ⟨?_, ?_⟩) <;>
        simp only [AlgHom.comp_apply, AlgHom.id_apply, aeval_X, aeval_C, algebraMap_eq,
          map_mul, map_add, map_sub, Matrix.cons_val_zero, Matrix.cons_val_one, uVar, vVar]
      · linear_combination (C (1 / 2) * (X 1 - X 0) : Poly) * C_I_mul_C_I
          + (X 0 : Poly) * C_half_mul_two
      · linear_combination (-C (1 / 2) * (X 1 - X 0) : Poly) * C_I_mul_C_I
          + (X 1 : Poly) * C_half_mul_two)
```

## (c) From coordinates to all polynomials

Let \(D\) and \(E\) be derivations with \(D(\tau(X_k))=\tau(E(X_k))\) for \(k=0,1\). Show that, for every polynomial \(q\),

\[
D(\tau(q))=\tau(E(q)).
\]

**Solution.** Both sides vanish on constants, and both are additive. If the claim holds for \(p\), the Leibniz rule gives

\[
\begin{aligned}
D(\tau(pX_k))&=\tau(p)\,D(\tau(X_k))+\tau(X_k)\,D(\tau(p))\\
&=\tau\bigl(p\,E(X_k)+X_k\,E(p)\bigr)=\tau(E(pX_k)).
\end{aligned}
\]

Constants, sums and multiplication by a variable generate every polynomial. These are the three cases of `MvPolynomial.induction_on`.

```lean
/-- Two derivations that correspond under the substitution on the coordinates correspond on every
polynomial. -/
theorem intertwine (D E : Derivation ℂ Poly Poly)
    (h : ∀ k, D (toXY (X k)) = toXY (E (X k))) (q : Poly) :
    D (toXY q) = toXY (E q) := by
  induction q using MvPolynomial.induction_on
  next a =>
    have h0 : toXY (C a) = C a := toXY.commutes a
    have h1 : D (C a) = 0 := D.map_algebraMap a
    have h2 : E (C a) = 0 := E.map_algebraMap a
    rw [h0, h1, h2, map_zero]
  next p r hp hr =>
    simp only [map_add, hp, hr]
  next p k hp =>
    -- the Leibniz rule carries the correspondence from factors to products
    simp only [map_mul, Derivation.leibniz, smul_eq_mul, map_add, hp, h]
```

## (d) Angular momentum in circular coordinates

Show that, for every \(q\),

\[
L_z\,\tau(q)=\tau\bigl((N_0-N_1)q\bigr),\qquad
(N_0+N_1)\,\tau(q)=\tau\bigl((N_0+N_1)q\bigr).
\]

Inside \(\tau\) the variables are \(u,v\), so the first equation reads \(L_z=u\partial_u-v\partial_v\).

**Solution.** By (c) the two coordinates suffice:

\[
\begin{aligned}
L_z u&=-i(x\cdot i-y)=x+iy=u,\\
L_z v&=-i(x\cdot(-i)-y)=-x+iy=-v.
\end{aligned}
\]

The operator \(u\partial_u-v\partial_v\) gives the same results. Similarly, \(x\partial_x+y\partial_y\) returns \(u\) and \(v\) unchanged, as does \(u\partial_u+v\partial_v\). In Lean, `simp only` evaluates the derivatives, and `linear_combination` or `ring` finishes the algebra.

```lean
/-- In the circular coordinates `Lz` is the difference of number operators
`u ∂_u - v ∂_v`, and the total number of quanta keeps its form `u ∂_u + v ∂_v`. -/
theorem circular_form (q : Poly) :
    Lz (toXY q) = toXY ((number 0 - number 1) q) ∧
      totalQuanta (toXY q) = toXY (totalQuanta q) := by
  have hu : toXY (X 0) = uVar := by
    change (aeval ![uVar, vVar] : Poly →ₐ[ℂ] Poly) (X 0) = uVar
    rw [aeval_X]
    rfl
  have hv : toXY (X 1) = vVar := by
    change (aeval ![uVar, vVar] : Poly →ₐ[ℂ] Poly) (X 1) = vVar
    rw [aeval_X]
    rfl
  have d01 : pderiv 0 (X 1 : Poly) = 0 := pderiv_X_of_ne (by decide)
  have d10 : pderiv 1 (X 0 : Poly) = 0 := pderiv_X_of_ne (by decide)
  -- it suffices to compare the operators on the two coordinates
  constructor
  · refine intertwine _ _ (Fin.forall_fin_two.2 ⟨?_, ?_⟩) q <;>
      simp only [hu, hv, Lz, number, uVar, vVar, Derivation.smul_apply, Derivation.sub_apply,
        map_add, map_sub, map_mul, map_one, map_zero, Derivation.leibniz, pderiv_C,
        pderiv_X_self, d01, d10, smul_eq_mul]
    · linear_combination (-X 0 : Poly) * C_I_mul_C_I
    · linear_combination (X 0 : Poly) * C_I_mul_C_I
  · refine intertwine _ _ (Fin.forall_fin_two.2 ⟨?_, ?_⟩) q <;>
      simp only [hu, hv, totalQuanta, number, uVar, vVar, Derivation.smul_apply,
        Derivation.add_apply, map_add, map_sub, map_mul, map_one, map_zero,
        Derivation.leibniz, pderiv_C, pderiv_X_self, d01, d10, smul_eq_mul] <;>
      ring
```

## (e) Number operators count exponents

Let \(c_d(q)\) be the coefficient of \(X_0^{d_0}X_1^{d_1}\) in \(q\). Show that

\[
c_d(N_kq)=d_k\,c_d(q).
\]

**Solution.** On a monomial, \(X_k\partial_k\) lowers the exponent \(s_k\) by one, brings down the factor \(s_k\) and restores the exponent. If \(s_k=0\), the result is zero, as the formula says. Linearity extends this to sums. The Lean induction follows the same two cases, and `split_ifs` asks whether the monomial is the one whose coefficient is read.

```lean
/-- A number operator multiplies the coefficient of each monomial by the exponent of its
variable. -/
theorem coeff_number (k : Fin 2) (d : Fin 2 →₀ ℕ) (q : Poly) :
    coeff d (number k q) = (d k : ℂ) * coeff d q := by
  refine MvPolynomial.induction_on' q ?_ ?_
  · intro s a
    change coeff d (X k * pderiv k (monomial s a)) = _
    rw [X_mul_pderiv_monomial, coeff_smul, nsmul_eq_mul, coeff_monomial]
    split_ifs with h
    · rw [h]
    · simp
  · intro p r hp hr
    rw [map_add, coeff_add, coeff_add, hp, hr, mul_add]
```

## (f) The eigenvalue equation, monomial by monomial

Show that, for complex \(\mu\),

\[
L_z\tau(q)=\mu\,\tau(q)\iff \mu=d_0-d_1\ \text{ whenever } c_d(q)\neq0.
\]

**Solution.** By (d) and the injectivity of \(\tau\), the left side means \((N_0-N_1)q=\mu q\). Comparing coefficients with (e) gives

\[
(d_0-d_1)\,c_d(q)=\mu\,c_d(q)\quad\text{for all }d.
\]

Where \(c_d(q)\neq0\), cancel it; where \(c_d(q)=0\), the equation holds for any \(\mu\). In Lean, `q.support` is the set of exponents with nonzero coefficient, and `mul_right_cancel₀` performs the cancellation.

```lean
/-- A polynomial satisfies the eigenvalue equation of `Lz` for `μ` exactly when every monomial
`u^a v^b` occurring in it has `a - b = μ`. -/
theorem Lz_eigen_iff (q : Poly) (μ : ℂ) :
    Lz (toXY q) = μ • toXY q ↔ ∀ d ∈ q.support, μ = (d 0 : ℂ) - (d 1 : ℂ) := by
  rw [(circular_form q).1, ← map_smul toXY, toXY.injective.eq_iff, MvPolynomial.ext_iff]
  simp only [Derivation.sub_apply, coeff_sub, coeff_number, coeff_smul, smul_eq_mul]
  constructor
  · intro h d hd
    -- a nonzero coefficient can be cancelled
    exact mul_right_cancel₀ (mem_support_iff.1 hd) (by linear_combination -(h d))
  · intro h d
    by_cases hc : coeff d q = 0
    · simp [hc]
    · rw [h d (mem_support_iff.2 hc)]
      ring
```

## (g) Eigenvalues on nonzero states

Let \(p\neq0\) and \(L_zp=\mu p\), with \(\mu\) complex. Show that

\[
\mu=m\quad\text{for some } m\in\mathbb Z.
\]

**Solution.** Write \(p=\tau(q)\). Then \(q\neq0\), so some monomial \(u^{d_0}v^{d_1}\) occurs in it, and (f) gives \(\mu=d_0-d_1\). Hermiticity is not needed.

```lean
/-- Every eigenvalue of `Lz` on a nonzero polynomial is an integer. -/
theorem Lz_eigenvalue_integer {p : Poly} (hp : p ≠ 0) {μ : ℂ} (h : Lz p = μ • p) :
    ∃ m : ℤ, μ = m := by
  obtain ⟨q, rfl⟩ := toXY.surjective p
  have hq : q ≠ 0 := fun h0 => hp (by rw [h0, map_zero])
  obtain ⟨d, hd⟩ := MvPolynomial.ne_zero_iff.1 hq
  refine ⟨(d 0 : ℤ) - (d 1 : ℤ), ?_⟩
  push_cast
  exact (Lz_eigen_iff q μ).1 h d (mem_support_iff.2 hd)
```

## (h) Half-integers

Let \(k\) be an integer. Show that

\[
L_zp=\left(k+\tfrac12\right)p\implies p=0.
\]

**Solution.** If \(p\neq0\), then (g) gives \(k+\tfrac12=m\) with \(m\) an integer, hence \(2k+1=2m\). An odd number would equal an even one. Lean carries the equation from \(\mathbb C\) back to \(\mathbb Z\), where `omega` finds the contradiction. The result concerns this orbital operator and places no restriction on spin.

```lean
/-- The eigenvalue equation of `Lz` with a half-integer `k + 1/2` has only the zero polynomial
as a solution. -/
theorem no_half_integer (k : ℤ) {p : Poly} (h : Lz p = ((k : ℂ) + 1 / 2) • p) : p = 0 := by
  by_contra hp
  obtain ⟨m, hm⟩ := Lz_eigenvalue_integer hp h
  have h2 : ((2 * k + 1 : ℤ) : ℂ) = ((2 * m : ℤ) : ℂ) := by
    push_cast
    linear_combination 2 * hm
  have h3 : 2 * k + 1 = 2 * m := Int.cast_injective h2
  omega
```

## (i) Quanta and angular momentum together

Let \(p\neq0\) satisfy \((N_0+N_1)p=np\) and \(L_zp=\mu p\). Show that there are natural numbers \(a,b\) with

\[
n=a+b,\qquad \mu=a-b.
\]

**Solution.** Write \(p=\tau(q)\) and choose one monomial \(u^av^b\) that occurs in \(q\). Part (f) gives \(\mu=a-b\). By (d) and (e), comparing its coefficient in the other equation gives \((a+b)\,c=n\,c\) with \(c\neq0\), hence \(n=a+b\).

For a single particle in the isotropic planar trap, this restricts the angular momentum in the level with \(n\) quanta to \(-n,-n+2,\dots,n\).

```lean
/-- On a nonzero joint eigenvector, the total number of quanta is `a + b` and the angular
momentum is `a - b` for the same natural numbers `a` and `b`. -/
theorem joint_eigenvalues {p : Poly} (hp : p ≠ 0) {n μ : ℂ}
    (hn : totalQuanta p = n • p) (hμ : Lz p = μ • p) :
    ∃ a b : ℕ, n = (a : ℂ) + b ∧ μ = (a : ℂ) - b := by
  obtain ⟨q, rfl⟩ := toXY.surjective p
  have hq : q ≠ 0 := fun h0 => hp (by rw [h0, map_zero])
  obtain ⟨d, hd⟩ := MvPolynomial.ne_zero_iff.1 hq
  refine ⟨d 0, d 1, ?_, (Lz_eigen_iff q μ).1 hμ d (mem_support_iff.2 hd)⟩
  rw [(circular_form q).2, ← map_smul toXY, toXY.injective.eq_iff] at hn
  -- compare the coefficients of one monomial that occurs
  have hc := congrArg (coeff d) hn
  simp only [totalQuanta, Derivation.add_apply, coeff_add, coeff_number, coeff_smul,
    smul_eq_mul] at hc
  exact mul_right_cancel₀ hd (by linear_combination -hc)

end

end PlanarAngularMomentum
```

```lean
#print axioms PlanarAngularMomentum.no_half_integer
#print axioms PlanarAngularMomentum.joint_eigenvalues
```

```
'PlanarAngularMomentum.no_half_integer' depends on axioms: [propext, Classical.choice, Quot.sound]
'PlanarAngularMomentum.joint_eigenvalues' depends on axioms: [propext, Classical.choice, Quot.sound]
```
